# The adiabatic-connection formula for bounded Hamiltonians at fixed densities

Let $T$, $W$ and finitely many $N_r$ be bounded symmetric operators, and let $\psi(l)$ be a normalized eigenstate of $H(l)=T+lW+\sum_r v_r(l)N_r$ for each coupling strength $l\in[0,1]$, with real potentials $v_r(l)$. If $\psi$ is continuous on $[0,1]$ and differentiable inside, and every density $\langle\psi(l),N_r\psi(l)\rangle$ is independent of $l$, then

$$\langle\psi(1),(T+W)\psi(1)\rangle-\langle\psi(0),T\psi(0)\rangle=\int_0^1\langle\psi(l),W\psi(l)\rangle\,dl .$$

In density-functional theory, random-phase methods approximate the integrand of such a formula; the version here covers finite-basis models, given a path with these properties.

## Operators and the path of states

In Lean 4 with Mathlib:

```lean
import Mathlib

open Set Topology Matrix

namespace AdiabaticConnection

noncomputable section

variable {E : Type*} [NormedAddCommGroup E] [InnerProductSpace ℂ E]
variable {ι : Type*} [Fintype ι]
```

The states live in `E`, a complex inner product space of any dimension. The index type `ι` labels the densities, for instance the sites of a lattice.

```lean
/-- The real part of `⟨x, A x⟩`, which is the expectation value of a symmetric operator `A`
in a normalized state `x`. -/
def expect (A : E →L[ℂ] E) (x : E) : ℝ := (inner ℂ x (A x)).re
```

`E →L[ℂ] E` is the type of bounded linear operators. `expect A x` is $\mathrm{Re}\langle x,Ax\rangle$; for symmetric $A$ the inner product is already real. Below, $\langle A\rangle_l$ means `expect A (ψ l)`.

```lean
/-- The Hamiltonian `T + l W + ∑ r, v r l N r` at coupling strength `l`. -/
def hamiltonian (T W : E →L[ℂ] E) (N : ι → E →L[ℂ] E) (v : ι → ℝ → ℝ) (l : ℝ) : E →L[ℂ] E :=
  T + (l : ℂ) • W + ∑ r, (v r l : ℂ) • N r
```

This is $H(l)$. The notation `(l : ℂ)` reads the real number $l$ as a complex one, and `•` multiplies an operator by a scalar.

```lean
/-- For symmetric operators `T`, `W` and `N r`, a path of normalized eigenstates `ψ l` of the
Hamiltonian with eigenvalues `ε l`, continuous for coupling strengths from 0 to 1 and differentiable
strictly between them, along which every density `⟨N r⟩` keeps its value `n r`. -/
structure IsAdiabaticPath (T W : E →L[ℂ] E) (N : ι → E →L[ℂ] E) (v : ι → ℝ → ℝ)
    (ε : ℝ → ℝ) (n : ι → ℝ) (ψ : ℝ → E) : Prop where
  symm_T : (T : E →ₗ[ℂ] E).IsSymmetric
  symm_W : (W : E →ₗ[ℂ] E).IsSymmetric
  symm_N : ∀ r, (N r : E →ₗ[ℂ] E).IsSymmetric
  cont : ContinuousOn ψ (Icc 0 1)
  diff : ∀ l ∈ Ioo (0 : ℝ) 1, DifferentiableAt ℝ ψ l
  unit : ∀ l ∈ Icc (0 : ℝ) 1, ‖ψ l‖ = 1
  eigen : ∀ l ∈ Icc (0 : ℝ) 1, hamiltonian T W N v l (ψ l) = (ε l : ℂ) • ψ l
  density : ∀ l ∈ Icc (0 : ℝ) 1, ∀ r, expect (N r) (ψ l) = n r
```

`IsAdiabaticPath` collects the hypotheses. `Icc 0 1` is the closed interval and `Ioo 0 1` the open one; `ε l` is the eigenvalue and `n r` the fixed density. The potentials and the eigenvalue need not be smooth, and the state need not be the ground state.

The field `density` stands for the physical role of $v_r(l)$: the potentials compensate the changing interaction so that the density stays put. That such potentials and a differentiable choice of eigenstates exist is assumed. Boundedness admits Hermitian matrices, including real symmetric ones, but excludes the continuum kinetic-energy operator.

## The derivative with respect to the coupling

```lean
/-- For a symmetric operator `A` and a differentiable path of states, the derivative of `⟨A⟩`
is `2 Re ⟨ψ', A ψ⟩`. -/
theorem hasDerivAt_expect {A : E →L[ℂ] E} (hA : (A : E →ₗ[ℂ] E).IsSymmetric)
    {ψ : ℝ → E} {ψ' : E} {l : ℝ} (hψ : HasDerivAt ψ ψ' l) :
    HasDerivAt (fun s => expect A (ψ s)) (2 * (inner ℂ ψ' (A (ψ l))).re) l := by
  have h1 : HasDerivAt (fun s => A (ψ s)) (A ψ') l :=
    (A.restrictScalars ℝ).hasFDerivAt.comp_hasDerivAt l hψ
  have h3 : HasDerivAt (fun s => expect A (ψ s))
      (Complex.reCLM (inner ℂ (ψ l) (A ψ') + inner ℂ ψ' (A (ψ l)))) l :=
    Complex.reCLM.hasFDerivAt.comp_hasDerivAt l (hψ.inner ℂ h1)
  -- symmetry makes the two product-rule terms complex conjugates
  have hs : (inner ℂ (ψ l) (A ψ')).re = (inner ℂ ψ' (A (ψ l))).re := by
    rw [← inner_conj_symm (ψ l) (A ψ'), Complex.conj_re]
    exact congrArg Complex.re (hA ψ' (ψ l))
  refine h3.congr_deriv ?_
  rw [Complex.reCLM_apply, Complex.add_re, hs]
  ring
```

By the product rule,
$$\frac{d}{dl}\langle\psi,A\psi\rangle=\langle\psi',A\psi\rangle+\langle\psi,A\psi'\rangle=2\,\mathrm{Re}\langle\psi',A\psi\rangle,$$
because symmetry makes the two terms complex conjugates. `HasDerivAt f d l` says that $f$ has derivative $d$ at $l$. In the proof, `h3` is the product rule and `hs` the symmetry step.

```lean
/-- If `⟨A⟩` is constant near `l` for a symmetric operator `A`, then `Re ⟨ψ', A ψ⟩ = 0` at `l`. -/
theorem re_inner_deriv_eq_zero {A : E →L[ℂ] E} (hA : (A : E →ₗ[ℂ] E).IsSymmetric)
    {ψ : ℝ → E} {ψ' : E} {l c : ℝ} (hψ : HasDerivAt ψ ψ' l)
    (hc : ∀ᶠ s in 𝓝 l, expect A (ψ s) = c) : (inner ℂ ψ' (A (ψ l))).re = 0 := by
  have h2 : HasDerivAt (fun s => expect A (ψ s)) 0 l :=
    (hasDerivAt_const l c).congr_of_eventuallyEq hc
  linarith [(hasDerivAt_expect hA hψ).unique h2]
```

If $\langle A\rangle$ is constant near $l$, its derivative is zero, so $\mathrm{Re}\langle\psi',A\psi\rangle=0$. The proof compares the two expressions for the same derivative.

```lean
/-- The real part of a matrix element of the Hamiltonian is the sum of the contributions of
`T`, `l W` and the potentials. -/
theorem re_inner_hamiltonian (T W : E →L[ℂ] E) (N : ι → E →L[ℂ] E) (v : ι → ℝ → ℝ)
    (l : ℝ) (x y : E) :
    (inner ℂ x (hamiltonian T W N v l y)).re = (inner ℂ x (T y)).re
      + l * (inner ℂ x (W y)).re + ∑ r, v r l * (inner ℂ x (N r y)).re := by
  simp only [hamiltonian, _root_.add_apply, _root_.smul_apply,
    _root_.sum_apply, inner_add_right, inner_smul_right, inner_sum,
    Complex.add_re, Complex.re_sum, Complex.re_ofReal_mul]
```

Linearity gives
$$\mathrm{Re}\langle x,H(l)y\rangle=\mathrm{Re}\langle x,Ty\rangle+l\,\mathrm{Re}\langle x,Wy\rangle+\sum_r v_r(l)\,\mathrm{Re}\langle x,N_ry\rangle .$$

```lean
variable {T W : E →L[ℂ] E} {N : ι → E →L[ℂ] E} {v : ι → ℝ → ℝ} {ε : ℝ → ℝ} {n : ι → ℝ}
  {ψ : ℝ → E}

/-- Along an adiabatic path in the sense of `IsAdiabaticPath` (symmetric operators, a continuous
path of normalized eigenstates, differentiable inside, fixed densities), the derivative of
`⟨T + l W⟩` with respect to the coupling strength `l` is `⟨W⟩` for `0 < l < 1`. -/
theorem hasDerivAt_internal_energy (h : IsAdiabaticPath T W N v ε n ψ) {l : ℝ}
    (hl : l ∈ Ioo (0 : ℝ) 1) :
    HasDerivAt (fun s => expect T (ψ s) + s * expect W (ψ s)) (expect W (ψ l)) l := by
  have hψ := (h.diff l hl).hasDerivAt
  have hnear : ∀ᶠ s in 𝓝 l, s ∈ Icc (0 : ℝ) 1 := Icc_mem_nhds hl.1 hl.2
  -- the norm is conserved
  have hnorm : (inner ℂ (deriv ψ l) (ψ l)).re = 0 :=
    re_inner_deriv_eq_zero (A := ContinuousLinearMap.id ℂ E) (c := 1) (fun _ _ => rfl) hψ
      (hnear.mono fun s hs => by
        simp [expect, inner_self_eq_norm_sq_to_K, h.unit s hs])
  -- the densities are conserved, so the potentials do no work
  have hN : ∑ r, v r l * (inner ℂ (deriv ψ l) (N r (ψ l))).re = 0 :=
    Finset.sum_eq_zero fun r _ => by
      rw [re_inner_deriv_eq_zero (h.symm_N r) hψ (hnear.mono fun s hs => h.density s hs r),
        mul_zero]
  have key := re_inner_hamiltonian T W N v l (deriv ψ l) (ψ l)
  rw [h.eigen l (Ioo_subset_Icc_self hl), inner_smul_right, Complex.re_ofReal_mul,
    hnorm, hN] at key
  refine ((hasDerivAt_expect h.symm_T hψ).fun_add
    ((hasDerivAt_id' l).fun_mul (hasDerivAt_expect h.symm_W hψ))).congr_deriv ?_
  linear_combination -2 * key
```

Take the inner product of $H(l)\psi=\varepsilon\psi$ with $\psi'$ and keep the real part:
$$\mathrm{Re}\langle\psi',T\psi\rangle+l\,\mathrm{Re}\langle\psi',W\psi\rangle+\sum_r v_r\,\mathrm{Re}\langle\psi',N_r\psi\rangle=\varepsilon\,\mathrm{Re}\langle\psi',\psi\rangle .$$
The right side vanishes because the norm is fixed (`hnorm`), and the sum vanishes because the densities are fixed (`hN`). What remains is `key`. Therefore
$$\frac{d}{dl}\bigl(\langle T\rangle_l+l\langle W\rangle_l\bigr)=2\,\mathrm{Re}\langle\psi',T\psi\rangle+2l\,\mathrm{Re}\langle\psi',W\psi\rangle+\langle W\rangle_l=\langle W\rangle_l .$$
The last line of the proof removes the first two terms with `key`.

## Integration over the coupling

```lean
/-- For any bounded operator `A`, the real part of `⟨ψ, A ψ⟩` is continuous along a continuous path
`ψ`. -/
theorem continuousOn_expect (A : E →L[ℂ] E) {s : Set ℝ} (hψ : ContinuousOn ψ s) :
    ContinuousOn (fun l => expect A (ψ l)) s := by
  have h : ContinuousOn (fun l => inner ℂ (ψ l) (A (ψ l))) s :=
    hψ.inner (A.continuous.comp_continuousOn hψ)
  exact Complex.continuous_re.comp_continuousOn h
```

A bounded operator and the inner product are continuous, so $\langle A\rangle_l$ is continuous wherever $\psi$ is.

```lean
/-- Adiabatic connection: along an adiabatic path in the sense of `IsAdiabaticPath` (symmetric
operators, a continuous path of normalized eigenstates, differentiable inside, fixed densities),
`⟨T + W⟩` at full coupling minus `⟨T⟩` at zero coupling is the integral of `⟨W⟩` over the coupling
strength from 0 to 1. -/
theorem adiabatic_connection (h : IsAdiabaticPath T W N v ε n ψ) :
    expect (T + W) (ψ 1) - expect T (ψ 0) = ∫ l in (0 : ℝ)..1, expect W (ψ l) := by
  have hW := continuousOn_expect W h.cont
  rw [intervalIntegral.integral_eq_sub_of_hasDerivAt_of_le zero_le_one
    ((continuousOn_expect T h.cont).add (continuousOn_id.mul hW))
    (fun l hl => hasDerivAt_internal_energy h hl)
    (hW.intervalIntegrable_of_Icc zero_le_one)]
  simp [expect]
```

The fundamental theorem of calculus integrates the previous derivative. The function $\langle T\rangle_l+l\langle W\rangle_l$ equals $\langle T+W\rangle_1$ at $l=1$ and $\langle T\rangle_0$ at $l=0$. Continuity on the closed interval lets the derivative be required only inside it.

```lean
/-- Along an adiabatic path in the sense of `IsAdiabaticPath` (symmetric operators, a continuous
path of normalized eigenstates, differentiable inside, fixed densities), the change of `⟨T + W⟩`
from the state at zero coupling to that at full coupling is the integral, over the coupling strength
from 0 to 1, of `⟨W⟩` measured from its value at zero coupling. -/
theorem correlation_energy (h : IsAdiabaticPath T W N v ε n ψ) :
    expect (T + W) (ψ 1) - expect (T + W) (ψ 0)
      = ∫ l in (0 : ℝ)..1, (expect W (ψ l) - expect W (ψ 0)) := by
  have hadd : expect (T + W) (ψ 0) = expect T (ψ 0) + expect W (ψ 0) := by
    simp [expect]
  rw [intervalIntegral.integral_sub
    ((continuousOn_expect W h.cont).intervalIntegrable_of_Icc zero_le_one)
    intervalIntegrable_const, ← adiabatic_connection h, hadd,
    intervalIntegral.integral_const, smul_eq_mul]
  ring
```

Subtracting $\langle W\rangle_0=\int_0^1\langle W\rangle_0\,dl$ from both sides gives
$$\langle T+W\rangle_1-\langle T+W\rangle_0=\int_0^1\bigl(\langle W\rangle_l-\langle W\rangle_0\bigr)\,dl .$$
This is the correlation energy of density-functional theory when $T$ is the kinetic energy, $W$ the electron–electron repulsion, $\psi(0)$ the Kohn–Sham determinant and $\psi(1)$ the interacting ground state.

## A two-level path with numbers

```lean
/-- The operator on two-level states given by a 2 × 2 matrix. -/
def op (M : Matrix (Fin 2) (Fin 2) ℂ) : EuclideanSpace ℂ (Fin 2) →L[ℂ] EuclideanSpace ℂ (Fin 2) :=
  LinearMap.toContinuousLinearMap (Matrix.toEuclideanLin M)
```

`op` turns a $2\times2$ matrix into an operator on $\mathbb C^2$.

```lean
/-- The phase factor `(1 + i l) / √(1 + l²)`. -/
def phase (l : ℝ) : ℂ := (((√(1 + l ^ 2))⁻¹ : ℝ) : ℂ) * (1 + l * Complex.I)
```

The phase is $p(l)=(1+il)/\sqrt{1+l^2}$.

```lean
/-- The two-level state with amplitudes `4/5` and `3/5` times the phase factor. -/
def twoLevel (l : ℝ) : EuclideanSpace ℂ (Fin 2) := !₂[4 / 5, 3 / 5 * phase l]
```

The state is $\psi(l)=\bigl(\tfrac45,\tfrac35p(l)\bigr)$: the populations are fixed and only the relative phase turns.

```lean
/-- The phase factor has modulus one, and it carries `1 - i l` to `√(1 + l²)` and `√(1 + l²)`
to `1 + i l`. -/
theorem phase_spec (l : ℝ) : ‖phase l‖ = 1 ∧ (√(1 + l ^ 2) : ℂ) * phase l = 1 + l * Complex.I ∧
    (1 - l * Complex.I) * phase l = (√(1 + l ^ 2) : ℂ) := by
  have hr : 0 < √(1 + l ^ 2) := by positivity
  have hc : (√(1 + l ^ 2) : ℂ) ≠ 0 := by exact_mod_cast hr.ne'
  have h2 : (√(1 + l ^ 2) : ℂ) ^ 2 = 1 + (l : ℂ) ^ 2 := by
    exact_mod_cast Real.sq_sqrt (by positivity : 0 ≤ 1 + l ^ 2)
  have hn : ‖1 + (l : ℂ) * Complex.I‖ = √(1 + l ^ 2) := by
    simpa using Complex.norm_add_mul_I 1 l
  refine ⟨?_, ?_, ?_⟩
  · rw [phase, norm_mul, hn, Complex.norm_real, Real.norm_of_nonneg (inv_pos.mpr hr).le,
      inv_mul_cancel₀ hr.ne']
  · rw [phase, Complex.ofReal_inv, ← mul_assoc, mul_inv_cancel₀ hc, one_mul]
  · apply mul_left_cancel₀ hc
    rw [phase, Complex.ofReal_inv, mul_left_comm, ← mul_assoc (√(1 + l ^ 2) : ℂ),
      mul_inv_cancel₀ hc]
    linear_combination (-(l : ℂ) ^ 2) * Complex.I_sq - h2
```

The identities follow from the definition of $p$ and $(1-il)(1+il)=1+l^2$.

```lean
/-- The Pauli matrices `T = σx`, `W = σy`, `N = σz` with potential `(7/24) √(1 + l²)` and the
states `twoLevel l` form an adiabatic path with fixed density `7/25`. -/
theorem isAdiabaticPath_witness :
    IsAdiabaticPath (op !![0, 1; 1, 0]) (op !![0, -Complex.I; Complex.I, 0])
      (fun _ : Unit => op !![1, 0; 0, -1]) (fun _ l => 7 / 24 * √(1 + l ^ 2))
      (fun l => 25 / 24 * √(1 + l ^ 2)) (fun _ => 7 / 25) twoLevel := by
  have hop : ∀ M x, op M x = WithLp.toLp 2 (M *ᵥ x.ofLp) := fun _ _ => rfl
  have hsymm : ∀ M : Matrix (Fin 2) (Fin 2) ℂ, M.IsHermitian →
      (op M : EuclideanSpace ℂ (Fin 2) →ₗ[ℂ] EuclideanSpace ℂ (Fin 2)).IsSymmetric :=
    fun M hM => isSymmetric_toEuclideanLin_iff.mpr hM
  have hphase : Differentiable ℝ phase := by
    have h1 : Differentiable ℝ (fun l : ℝ => (√(1 + l ^ 2))⁻¹) :=
      (Differentiable.sqrt (by fun_prop) (fun l => by positivity)).inv
        (fun l => by positivity)
    exact (Complex.ofRealCLM.differentiable.comp h1).mul
      ((Complex.ofRealCLM.differentiable.mul_const Complex.I).const_add 1)
  have hdiff : Differentiable ℝ twoLevel := by
    have he : twoLevel = fun l => (!₂[4 / 5, 0] : EuclideanSpace ℂ (Fin 2))
        + (3 / 5 * phase l) • (!₂[0, 1] : EuclideanSpace ℂ (Fin 2)) := by
      funext l
      ext i
      fin_cases i <;> simp [twoLevel]
    rw [he]
    exact ((hphase.const_mul (3 / 5)).smul_const _).const_add _
  refine ⟨hsymm _ ?_, hsymm _ ?_, fun _ => hsymm _ ?_, hdiff.continuous.continuousOn,
    fun l _ => hdiff l, fun l _ => ?_, fun l _ => ?_, fun l _ _ => ?_⟩
  · ext i j
    fin_cases i <;> fin_cases j <;> simp
  · ext i j
    fin_cases i <;> fin_cases j <;> simp
  · ext i j
    fin_cases i <;> fin_cases j <;> simp
  · rw [EuclideanSpace.norm_eq, Fin.sum_univ_two]
    simp [twoLevel, (phase_spec l).1]
    norm_num
  · obtain ⟨-, h2, h3⟩ := phase_spec l
    ext i
    fin_cases i
    · simp [hamiltonian, hop, twoLevel]
      linear_combination (3 / 5 : ℂ) * h3
    · simp [hamiltonian, hop, twoLevel, Fin.sum_univ_two]
      linear_combination (-4 / 5 : ℂ) * h2
  · have h4 := Complex.sq_norm (phase l)
    rw [(phase_spec l).1, Complex.normSq_apply] at h4
    have hc : ∀ z w : ℂ, (inner ℂ z w).re = z.re * w.re + z.im * w.im := by
      intro z w
      simp [RCLike.inner_apply]
      ring
    rw [expect, PiLp.inner_apply, Fin.sum_univ_two, Complex.add_re, hc, hc]
    simp [hop, twoLevel, Matrix.mulVec, dotProduct, Fin.sum_univ_two]
    linear_combination (9 / 25 : ℝ) * h4

end

end AdiabaticConnection
```

With $T=\sigma_x$, $W=\sigma_y$, $N=\sigma_z$ and $s=\sqrt{1+l^2}$, the first component of $H(l)\psi$ is
$$\tfrac{7}{24}s\cdot\tfrac45+(1-il)\,\tfrac35p=\tfrac{7}{30}s+\tfrac35s=\tfrac56s=\tfrac{25}{24}s\cdot\tfrac45,$$
as the eigenvalue $\tfrac{25}{24}s$ requires; the second works likewise. The density is $\tfrac{16}{25}-\tfrac{9}{25}=\tfrac{7}{25}$. The proof checks every field of `IsAdiabaticPath`. The eigenvalues of $H(l)$ are $\pm\tfrac{25}{24}s$, so the path follows the upper state. The example illustrates the formula; $\sigma_y$ is not an electron repulsion.

For the energies, $\langle T\rangle_l=\tfrac{24}{25}\tfrac1s$ and $\langle W\rangle_l=\tfrac{24}{25}\tfrac ls$. Hence
$$\langle T+W\rangle_1-\langle T\rangle_0=\tfrac{24}{25}(\sqrt2-1)\approx0.398,$$
$$\int_0^1\tfrac{24}{25}\frac{l}{\sqrt{1+l^2}}\,dl=\tfrac{24}{25}\Bigl[\sqrt{1+l^2}\Bigr]_0^1=\tfrac{24}{25}(\sqrt2-1).$$

```lean
#print axioms AdiabaticConnection.adiabatic_connection
#print axioms AdiabaticConnection.correlation_energy
```

```
'AdiabaticConnection.adiabatic_connection' depends on axioms: [propext, Classical.choice, Quot.sound]
'AdiabaticConnection.correlation_energy' depends on axioms: [propext, Classical.choice, Quot.sound]
```
